# A third-order Löwdin step turns the orthonormality error E into (5/8)E³ + (15/64)E⁴ + (9/64)E⁵

## Does the refinement step really converge cubically?

For orbital coefficients \(X\) in a non-orthogonal basis with self-adjoint overlap \(S\), let \(E = 1 - X^*SX\) be the orthonormality error. Replacing \(X\) by \(X(1 + \tfrac12E + \tfrac38E^2)\) is supposed to leave an error of third order in \(E\), so that repeating the step converges cubically. I can see that the low orders cancel, but I would like the exact remainder, an explicit sufficient condition for convergence, and a proof that a machine has checked. Can this be done without fixing a particular matrix size?

## The exact remainder, and convergence from an error norm below one

Yes. In any real star-algebra with \(S^*=S\), the new error is exactly
\[
E' = \tfrac58E^3 + \tfrac{15}{64}E^4 + \tfrac{9}{64}E^5 .
\]
In a normed algebra, \(\|E\|\le 1\) gives \(\|E'\|\le\|E\|^3\). If the initial norm is strictly below one, the algebra is complete and the star is continuous, then the orbitals themselves converge to some \(Z\) with \(Z^*SZ=1\).

**The identity.** Since \(S^*=S\), the error \(E\) is self-adjoint, and so is the correction \(p = 1+\tfrac12E+\tfrac38E^2\). Because \(X^*SX = 1-E\), the new error is
\[
E' = 1-(Xp)^*S(Xp) = 1-p(1-E)p .
\]
All factors are polynomials in \(E\) and commute. Squaring \(p\) gives
\[
p^2 = 1+E+E^2+\tfrac38E^3+\tfrac9{64}E^4,
\]
and multiplying by \(1-E\) gives
\[
(1-E)p^2 = 1-\tfrac58E^3-\tfrac{15}{64}E^4-\tfrac9{64}E^5 .
\]
Subtracting this from 1 yields \(E'\).

**The error bound.** If \(\|E\|\le1\), then \(\|E^k\|\le\|E\|^3\) for \(k\ge3\). The coefficients satisfy \(\tfrac{40+15+9}{64}=1\), so \(\|E'\|\le\|E\|^3\). Write \(X_n\) for the orbitals after \(n\) steps, \(E_n\) for their error and \(q=\|E_0\|\). Induction gives \(\|E_n\|\le q^{3^n}\).

**Convergence of the orbitals.** Let \(q<1\). One step changes the orbitals by \(X_n(\tfrac12E_n+\tfrac38E_n^2)\), whose norm is at most \(\|X_n\|\|E_n\|\). Since \(3^n\ge n\), we have \(\|E_n\|\le q^n\), and therefore
\[
\|X_{n+1}\|\le\|X_n\|(1+q^n)\le\|X_n\|e^{q^n},
\qquad
\|X_n\|\le C:=\|X_0\|e^{1/(1-q)} .
\]
Successive differences are thus at most \(Cq^n\), so the sequence is Cauchy and has a limit \(Z\). By continuity the error of \(Z\) is the limit of the \(E_n\), which is zero.

**Two overlapping orbitals.** Take two normalised orbitals with mutual overlap \(\tfrac12\) and start from \(X=1\). With \(\sigma=\begin{pmatrix}0&1\\1&0\end{pmatrix}\) and \(\sigma^2=1\), the starting error is \(E=-\tfrac12\sigma\), of operator norm \(\tfrac12\). The identity gives
\[
E' = \tfrac{15}{1024}-\tfrac{169}{2048}\,\sigma ,
\]
with eigenvalues \(-\tfrac{139}{2048}\approx-0.068\) and \(\tfrac{199}{2048}\approx0.097\), within the bound \(\tfrac18\). A second step brings the norm to about \(6.0\times10^{-4}\), against the bound \(2^{-9}\approx2.0\times10^{-3}\).

Here is the Lean development.

```lean
import Mathlib

open Filter Topology

namespace ThirdOrderLoewdin

noncomputable section

section Algebraic

variable {A : Type*} [Ring A] [StarRing A]

/-- The orthonormality error `1 - X* S X` of the orbital coefficients `X` in a basis with
overlap `S`. -/
def orthoError (S X : A) : A := 1 - star X * S * X

/-- The orthonormality error is self-adjoint when the overlap is. -/
theorem star_orthoError {S : A} (hS : IsSelfAdjoint S) (X : A) :
    star (orthoError S X) = orthoError S X := by
  simp only [orthoError, star_sub, star_one, star_mul, star_star, hS.star_eq, mul_assoc]

/-- Multiplying the orbitals by a self-adjoint correction `p` turns the error `E` into
`1 - p (1 - E) p`. -/
theorem orthoError_mul (S X : A) {p : A} (hp : star p = p) :
    orthoError S (X * p) = 1 - p * (1 - orthoError S X) * p := by
  simp only [orthoError, star_mul, hp, sub_sub_cancel, mul_assoc]

variable [Algebra ℝ A]

/-- One third-order Loewdin refinement step, `X (1 + E/2 + 3E²/8)` with `E` the current
orthonormality error. -/
def loewdinStep (S X : A) : A :=
  X * (1 + (1 / 2 : ℝ) • orthoError S X + (3 / 8 : ℝ) • orthoError S X ^ 2)

/-- The orbital coefficients after `n` refinement steps, starting from `X`. -/
def loewdinIter (S X : A) : ℕ → A
  | 0 => X
  | n + 1 => loewdinStep S (loewdinIter S X n)

/-- After one refinement step the orthonormality error is exactly
`(5/8) E³ + (15/64) E⁴ + (9/64) E⁵`, where `E` is the error before the step. -/
theorem orthoError_loewdinStep [StarModule ℝ A] {S : A} (hS : IsSelfAdjoint S) (X : A) :
    orthoError S (loewdinStep S X) =
      (5 / 8 : ℝ) • orthoError S X ^ 3 + (15 / 64 : ℝ) • orthoError S X ^ 4
        + (9 / 64 : ℝ) • orthoError S X ^ 5 := by
  have hE := star_orthoError hS X
  -- the correction factor is a real polynomial in `E`, hence self-adjoint
  have hp : star (1 + (1 / 2 : ℝ) • orthoError S X + (3 / 8 : ℝ) • orthoError S X ^ 2)
      = 1 + (1 / 2 : ℝ) • orthoError S X + (3 / 8 : ℝ) • orthoError S X ^ 2 := by
    simp only [star_add, star_one, star_smul, star_pow, hE, star_trivial]
  rw [loewdinStep, orthoError_mul S X hp]
  generalize orthoError S X = E
  -- expand; the terms of order one and two cancel
  simp only [pow_succ, pow_zero, one_mul, mul_one, add_mul, mul_add, sub_mul, mul_sub,
    smul_mul_assoc, mul_smul_comm, mul_assoc, smul_add, smul_sub, smul_smul]
  module

end Algebraic

section Convergence

variable {A : Type*} [NormedRing A] [StarRing A] [NormedAlgebra ℝ A]

/-- If the error has norm at most one, a refinement step changes the orbitals by at most
`‖X‖ ‖E‖`. -/
theorem norm_loewdinStep_sub_le (S X : A) (h : ‖orthoError S X‖ ≤ 1) :
    ‖loewdinStep S X - X‖ ≤ ‖X‖ * ‖orthoError S X‖ := by
  have e : loewdinStep S X - X =
      X * ((1 / 2 : ℝ) • orthoError S X + (3 / 8 : ℝ) • orthoError S X ^ 2) := by
    rw [loewdinStep, add_assoc, mul_add, mul_one, add_sub_cancel_left]
  rw [e]
  refine (norm_mul_le _ _).trans (mul_le_mul_of_nonneg_left ?_ (norm_nonneg _))
  refine (norm_add_le _ _).trans ?_
  rw [norm_smul, norm_smul, Real.norm_of_nonneg (by norm_num : (0 : ℝ) ≤ 1 / 2),
    Real.norm_of_nonneg (by norm_num : (0 : ℝ) ≤ 3 / 8)]
  have h2 : ‖orthoError S X ^ 2‖ ≤ ‖orthoError S X‖ ^ 2 := norm_pow_le' _ (by norm_num)
  nlinarith [norm_nonneg (orthoError S X)]

variable [StarModule ℝ A]

/-- If the error has norm at most one, the error after a refinement step has norm at most the cube
of that norm. -/
theorem norm_orthoError_step_le {S : A} (hS : IsSelfAdjoint S) (X : A)
    (h : ‖orthoError S X‖ ≤ 1) :
    ‖orthoError S (loewdinStep S X)‖ ≤ ‖orthoError S X‖ ^ 3 := by
  rw [orthoError_loewdinStep hS]
  generalize orthoError S X = E at h ⊢
  have b : ∀ (c : ℝ) (k : ℕ), 0 ≤ c → 3 ≤ k → ‖c • E ^ k‖ ≤ c * ‖E‖ ^ 3 := by
    intro c k hc hk
    rw [norm_smul, Real.norm_of_nonneg hc]
    exact mul_le_mul_of_nonneg_left ((norm_pow_le' E (by omega)).trans
      (pow_le_pow_of_le_one (norm_nonneg _) h hk)) hc
  -- the three coefficients add up to one
  refine ((norm_add_le _ _).trans (add_le_add (norm_add_le _ _) le_rfl)).trans ?_
  linarith [b (5 / 8) 3 (by norm_num) (by norm_num), b (15 / 64) 4 (by norm_num) (by norm_num),
    b (9 / 64) 5 (by norm_num) (by norm_num)]

/-- After `n` steps the norm of the error is at most the initial error norm raised to the power
`3ⁿ`, provided that the initial norm is at most one. -/
theorem norm_orthoError_iter_le {S : A} (hS : IsSelfAdjoint S) (X : A)
    (h : ‖orthoError S X‖ ≤ 1) (n : ℕ) :
    ‖orthoError S (loewdinIter S X n)‖ ≤ ‖orthoError S X‖ ^ (3 ^ n) := by
  induction n with
  | zero => simp [loewdinIter]
  | succ n ih =>
    have h1 := ih.trans (pow_le_one₀ (norm_nonneg _) h)
    refine (norm_orthoError_step_le hS _ h1).trans ?_
    rw [pow_succ 3 n, pow_mul]
    exact pow_le_pow_left₀ (norm_nonneg _) ih 3

/-- If the initial error has norm below one, the refined orbitals converge to orbitals `Z` that
are exactly orthonormal, `Z* S Z = 1`. -/
theorem loewdinIter_converges [CompleteSpace A] [ContinuousStar A] {S : A}
    (hS : IsSelfAdjoint S) (X : A) (h : ‖orthoError S X‖ < 1) :
    ∃ Z : A, Tendsto (loewdinIter S X) atTop (𝓝 Z) ∧ star Z * S * Z = 1 := by
  have h0 := norm_nonneg (orthoError S X)
  have herr : ∀ n, ‖orthoError S (loewdinIter S X n)‖ ≤ ‖orthoError S X‖ ^ n := fun n =>
    (norm_orthoError_iter_le hS X h.le n).trans
      (pow_le_pow_of_le_one h0 h.le (Nat.lt_pow_self (by norm_num)).le)
  generalize ‖orthoError S X‖ = q at h h0 herr
  have hstep : ∀ n, ‖loewdinIter S X (n + 1) - loewdinIter S X n‖
      ≤ ‖loewdinIter S X n‖ * q ^ n := fun n =>
    (norm_loewdinStep_sub_le S _ ((herr n).trans (pow_le_one₀ h0 h.le))).trans
      (mul_le_mul_of_nonneg_left (herr n) (norm_nonneg _))
  -- the orbitals stay bounded, since the relative changes are summable
  have hbd : ∀ n, ‖loewdinIter S X n‖ ≤ ‖X‖ * Real.exp (∑ k ∈ Finset.range n, q ^ k) := by
    intro n
    induction n with
    | zero => simp [loewdinIter]
    | succ n ih =>
      have t := norm_add_le (loewdinIter S X (n + 1) - loewdinIter S X n) (loewdinIter S X n)
      rw [sub_add_cancel] at t
      rw [Finset.sum_range_succ, Real.exp_add, ← mul_assoc]
      calc ‖loewdinIter S X (n + 1)‖ ≤ ‖loewdinIter S X n‖ * (q ^ n + 1) := by
            linarith [hstep n]
        _ ≤ _ := mul_le_mul ih (Real.add_one_le_exp _) (by positivity) (by positivity)
  have hC : ∀ n, ‖loewdinIter S X n‖ ≤ ‖X‖ * Real.exp (∑' k : ℕ, q ^ k) := fun n =>
    (hbd n).trans (mul_le_mul_of_nonneg_left (Real.exp_le_exp.mpr
      ((summable_geometric_of_lt_one h0 h).sum_le_tsum (Finset.range n)
        (fun k _ => pow_nonneg h0 k))) (norm_nonneg _))
  have hcau : CauchySeq (loewdinIter S X) := by
    refine cauchySeq_of_le_geometric q (‖X‖ * Real.exp (∑' k : ℕ, q ^ k)) h (fun n => ?_)
    rw [dist_comm, dist_eq_norm]
    exact (hstep n).trans (mul_le_mul_of_nonneg_right (hC n) (pow_nonneg h0 n))
  obtain ⟨Z, hZ⟩ := cauchySeq_tendsto_of_complete hcau
  refine ⟨Z, hZ, ?_⟩
  -- the error of the limit is the limit of the errors, which is zero
  have l1 : Tendsto (fun n => orthoError S (loewdinIter S X n)) atTop (𝓝 (orthoError S Z)) := by
    unfold orthoError
    exact tendsto_const_nhds.sub ((hZ.star.mul tendsto_const_nhds).mul hZ)
  have l2 : Tendsto (fun n => orthoError S (loewdinIter S X n)) atTop (𝓝 0) :=
    squeeze_zero_norm herr (tendsto_pow_atTop_nhds_zero_of_lt_one h0 h)
  exact (sub_eq_zero.mp (tendsto_nhds_unique l1 l2)).symm

end Convergence

/-- For a single real orbital with nonnegative error `E`, the error after one step is at least
`(5/8) E³`. -/
theorem orthoError_step_lower_bound (s x : ℝ) (h : 0 ≤ orthoError s x) :
    5 / 8 * orthoError s x ^ 3 ≤ orthoError s (loewdinStep s x) := by
  rw [orthoError_loewdinStep (IsSelfAdjoint.all s)]
  simp only [smul_eq_mul]
  linarith [pow_nonneg h 4, pow_nonneg h 5]

/-- The overlap matrix of two normalised orbitals with mutual overlap `1/2`. -/
def pairOverlap : Matrix (Fin 2) (Fin 2) ℝ := !![1, 1 / 2; 1 / 2, 1]

/-- The two-orbital overlap matrix is self-adjoint, and the unrefined basis has a purely
off-diagonal orthonormality error with entries `-1/2`. -/
theorem pairOverlap_witness :
    IsSelfAdjoint pairOverlap ∧ orthoError pairOverlap 1 = !![0, -1 / 2; -1 / 2, 0] := by
  constructor
  · change star pairOverlap = pairOverlap
    ext i j
    fin_cases i <;> fin_cases j <;> simp [pairOverlap, Matrix.star_apply]
  · rw [orthoError, star_one, one_mul, mul_one]
    ext i j
    fin_cases i <;> fin_cases j <;> norm_num [pairOverlap, Matrix.sub_apply, Matrix.one_apply]

end

end ThirdOrderLoewdin
```

```lean
#print axioms ThirdOrderLoewdin.orthoError_loewdinStep
#print axioms ThirdOrderLoewdin.loewdinIter_converges
#print axioms ThirdOrderLoewdin.orthoError_step_lower_bound
```

```
'ThirdOrderLoewdin.orthoError_loewdinStep' depends on axioms: [propext, Classical.choice, Quot.sound]
'ThirdOrderLoewdin.loewdinIter_converges' depends on axioms: [propext, Classical.choice, Quot.sound]
'ThirdOrderLoewdin.orthoError_step_lower_bound' depends on axioms: [propext, Classical.choice, Quot.sound]
```

### What the Lean statements say about orbitals

The type `A` is the algebra in which both the overlap `S` and the coefficients `X` live, for instance the real or complex \(n\times n\) matrices, with `star` as the conjugate transpose. `orthoError S X` is \(E\), `loewdinStep S X` is the refined \(X\), and `loewdinIter S X n` is \(X_n\), with \(X_0=X\). The symbol `•` multiplies an algebra element by a real number, and `StarModule ℝ A` says that the star leaves real factors unchanged.

`orthoError_loewdinStep` needs only `IsSelfAdjoint S`: no norm, no finite dimension and no positivity of the overlap. The convergence theorems add a submultiplicative norm, which for matrices has to be chosen; the operator norm is one option. The hypothesis `‖orthoError S X‖ < 1` means physically that the starting orbitals are already close enough to orthonormal. For the unrefined basis, \(X=1\), it fails in the operator norm as soon as \(S\) has an eigenvalue of 2 or more. The condition is sufficient, not necessary: for the single number \(S=2\) with \(X=1\) the error is \(-1\), the next error is \(-\tfrac{17}{32}\), and from there the iteration converges.

Because `X` and `S` share one algebra, coefficient matrices in the Lean statements are square. A rectangular block \(X_0\) of occupied orbitals can still be treated: take the smaller square matrix \(M=X_0^*SX_0\) as the overlap and start from 1. If \(Y_n\) are the resulting iterates, the refined orbitals are \(X_0Y_n\), because \((X_0Y)^*S(X_0Y)=Y^*MY\). The theorem gives an exactly orthonormal limit but does not identify it with Löwdin's symmetric orthogonalisation, \(S^{-1/2}\) for \(X=1\). Rounding errors are also absent. In electronic structure codes the result bears on restoring the orthonormality of a set of orbitals by matrix products and sums alone, in exact arithmetic and from a start with error norm below one.

### How the proof follows the calculation

`star_orthoError` shows that \(E\) is self-adjoint, and `orthoError_mul` gives \(1-p(1-E)p\). In the main identity, `hp` establishes \(p^*=p\), `generalize` replaces the error by a plain symbol `E`, `simp only` multiplies out, and `module` compares the real coefficients of the powers.

`norm_loewdinStep_sub_le` bounds the change in the orbitals. In `norm_orthoError_step_le`, the auxiliary bound `b` treats each of the three terms, and `linarith` adds their coefficients to one. `norm_orthoError_iter_le` is the induction on \(n\).

In `loewdinIter_converges`, `herr` is \(\|E_n\|\le q^n\), `hstep` bounds the differences, `hbd` and `hC` give the exponential bound, and `hcau` is the Cauchy property. The limits `l1` and `l2` then identify the error of \(Z\) as zero.

`orthoError_step_lower_bound` treats a single real orbital with \(E\ge0\): the two higher terms are nonnegative, so \(E'\ge\tfrac58E^3\). The order of convergence is therefore no better than three in general. Finally, `pairOverlap_witness` checks, entry by entry, that the two-orbital overlap is self-adjoint and has the starting error used above.
